# For $a_x \ge 0$, a coupling strength $l\in[0,a_x]$ with $a_c = 2a_x l - l^2$ exists exactly when $0 \le a_c \le a_x^2$

Let $a_x \ge 0$ be the exact-exchange fraction of a double-hybrid functional and $a_c$, any real number, its fraction of second-order (MP2-type) correlation. Some $l$ with $0 \le l \le a_x$ solves

$$a_c = 2a_x l - l^2$$

if and only if $0 \le a_c \le a_x^2$. Such an $l$ is unique, it equals $a_x - \sqrt{a_x^2 - a_c}$, and it equals $a_x$ exactly when $a_c = a_x^2$. The B2PLYP pair $(a_x, a_c) = (0.53, 0.27)$ lies in this window, with $0.425 < l < 0.426$.

The polynomial $2a_x l - l^2$ is the factor that multiplies the second-order energy when the Hylleraas functional for an interaction scaled by $a_x$ is evaluated on the first-order wave function for an interaction scaled by $l$. In a model that keeps only this second-order term, with the zeroth-order operator and the perturbation held fixed as $l$ varies, the result tells which two-parameter double hybrids can be assigned a coupling strength between $0$ and $a_x$, and it places the one-parameter family $a_c = a_x^2$ on the edge of the allowed region.

## The two scalar functions

```lean
import Mathlib

open Set
open scoped InnerProductSpace

namespace DoubleHybridCoupling

noncomputable section
```

The first line loads Mathlib. `open Set` lets intervals be written briefly: `Icc a b` is the closed interval $[a,b]$ and `Iic b` is the half-line $(-\infty,b]$. The next line switches on the bracket notation for inner products, and the `namespace` line groups the names that follow.

```lean
/-- Second-order correlation fraction `2 ax l - l²` for exact-exchange fraction `ax` and
coupling strength `l`. -/
def mp2Fraction (ax l : ℝ) : ℝ := 2 * ax * l - l ^ 2
```

A `def` introduces a name, its arguments with their types, and its value after `:=`. Here `ax` and `l` are real numbers and the value is

$$f(a_x,l) = 2a_x l - l^2 .$$

Lean applies functions without brackets, so `mp2Fraction ax l` is $f(a_x,l)$.

```lean
/-- The coupling strength `ax - √(ax² - ac)` assigned to a double hybrid with exact-exchange
fraction `ax` and second-order correlation fraction `ac`. -/
def coupling (ax ac : ℝ) : ℝ := ax - Real.sqrt (ax ^ 2 - ac)
```

This is the candidate solution

$$c(a_x,a_c) = a_x - \sqrt{a_x^2 - a_c}.$$

`Real.sqrt` returns $0$ on a negative argument, so `coupling` would give $a_x$ for $a_c > a_x^2$; every statement below about `coupling` assumes or implies $a_c \le a_x^2$.

## The Hylleraas functional and the second-order energy

```lean
variable {E : Type*} [NormedAddCommGroup E] [InnerProductSpace ℂ E]

/-- Hylleraas functional `Re⟨φ, Aφ⟩ + 2 a Re⟨φ, w⟩` for the shifted zeroth-order operator `A`,
the perturbation vector `w` and an interaction scaled by `a`. -/
def hylleraas (A : E →ₗ[ℂ] E) (w : E) (a : ℝ) (φ : E) : ℝ :=
  (⟪φ, A φ⟫_ℂ).re + 2 * a * (⟪φ, w⟫_ℂ).re
```

The `variable` line fixes a complex vector space `E` with an inner product. It may have any dimension and need not be complete. The bracket `⟪φ, w⟫_ℂ` is $\langle\varphi|w\rangle$, antilinear in the first slot as in Dirac notation, and `.re` takes the real part. The type `E →ₗ[ℂ] E` is that of complex-linear maps defined on all of `E`. The definition reads

$$J_a(\varphi) = \operatorname{Re}\langle\varphi|A\varphi\rangle + 2a\,\operatorname{Re}\langle\varphi|w\rangle .$$

For the physical reading, take a zeroth-order Hamiltonian $H_0$ with normalised reference state $\Phi_0$ and nondegenerate eigenvalue $E_0$, a Hermitian perturbation $W$, and the first-order energy $E_1 = \langle\Phi_0|W|\Phi_0\rangle$. Then $A$ stands for $H_0 - E_0$ and $w$ for $(W - E_1)\Phi_0$. Replacing $W$ by $aW$ leaves $A$ alone and multiplies $w$ by $a$, which accounts for the factor $a$ in the linear term. The file contains none of $H_0$, $\Phi_0$ or $W$: `A` is an arbitrary linear map, not required to be Hermitian or positive, and `w` is an arbitrary vector. An unbounded operator with a proper domain does not have this type as it stands. One way to bring it in is to take for `E` a subspace that it maps into itself, such as the span of finitely many excited determinants that are eigenvectors of $H_0$, with $w$ replaced by its projection onto that span.

```lean
/-- Second-order energy `Re⟨ψ, w⟩` of a first-order wave function `ψ`. -/
def secondOrderEnergy (ψ w : E) : ℝ := (⟪ψ, w⟫_ℂ).re
```

This is $E_2 = \operatorname{Re}\langle\psi|w\rangle$. When $\psi$ solves the first-order equation $(H_0 - E_0)\psi = -(W - E_1)\Phi_0$, that is $A\psi = -w$, the number $E_2$ is the second-order energy of the unscaled perturbation. As a first-order correction, $\psi$ carries no normalisation.

## The origin of $2a_x l - l^2$

```lean
/-- If `ψ` solves the first-order equation `Aψ = -w`, the Hylleraas functional with interaction
scaled by `ax`, evaluated at `l ψ`, is `2 ax l - l²` times the second-order energy. -/
theorem hylleraas_scaled (A : E →ₗ[ℂ] E) (w ψ : E) (hψ : A ψ = -w) (ax l : ℝ) :
    hylleraas A w ax ((l : ℂ) • ψ) = mp2Fraction ax l * secondOrderEnergy ψ w := by
  unfold hylleraas mp2Fraction secondOrderEnergy
  rw [map_smul, hψ]
  -- the quadratic term gives `-l² E₂`, the linear term `2 ax l E₂`
  simp only [inner_smul_left, inner_smul_right, inner_neg_right, Complex.conj_ofReal,
    Complex.re_ofReal_mul, Complex.neg_re]
  ring
```

A `theorem` lists its data and hypotheses before the colon, the claim after it, and the proof after `by`. The hypothesis `hψ : A ψ = -w` is the first-order equation under the name `hψ`; the existence of a solution is assumed, not derived. The expression `(l : ℂ) • ψ` is the real number $l$, viewed as complex, times $\psi$. The claim is

$$J_{a_x}(l\psi) = (2a_x l - l^2)\,E_2 \quad\text{for all real } a_x,\ l .$$

The vector $l\psi$ solves $A(l\psi) = -lw$, so it is a first-order wave function for the interaction scaled by $l$. Insert it into $J_{a_x}$. By linearity and the first-order equation, $A(l\psi) = lA\psi = -lw$. Because $l$ is real, it leaves either slot of the inner product unchanged, so

$$\operatorname{Re}\langle l\psi|A(l\psi)\rangle = -l^2\operatorname{Re}\langle\psi|w\rangle = -l^2E_2, \qquad 2a_x\operatorname{Re}\langle l\psi|w\rangle = 2a_x l\,E_2 ,$$

and the two terms add up to the claim.

In the proof, `unfold` replaces the three names by their definitions, and `rw [map_smul, hψ]` performs the two substitutions $A(l\psi) = lA\psi$ and $A\psi = -w$. The `simp only` call pulls the scalars and the sign out of the brackets. A scalar leaves the first slot as its complex conjugate, and `Complex.conj_ofReal` supplies $l^* = l$. What remains is a polynomial identity in real numbers, which `ring` closes.

```lean
/-- On `ℂ`, the operator `A = 2`, with `w = 2` and `ψ = -1`, solves the first-order equation and
has second-order energy `-2`. -/
theorem hylleraas_scaled_witness :
    ((2 : ℂ) • (LinearMap.id : ℂ →ₗ[ℂ] ℂ)) (-1) = -(2 : ℂ) ∧
      secondOrderEnergy (-1 : ℂ) (2 : ℂ) = -2 := by
  constructor
  · simp
  · simp [secondOrderEnergy]
```

The symbol `∧` is "and". The space is $\mathbb{C}$ itself, $A$ is multiplication by $2$, $w = 2$ and $\psi = -1$. The two claims are $A\psi = -w$, since $2\cdot(-1) = -2$, and $E_2 = \operatorname{Re}[(-1)^*\cdot 2] = -2$. This is a single excited state with excitation energy $2$ and coupling matrix element $2$, for which the familiar expression $-|w|^2/A$ also gives $-2$. It shows that the first-order equation has solutions with $E_2 \ne 0$. `constructor` splits the conjunction and `simp` evaluates each half.

## Completing the square and selecting the root

```lean
/-- Completing the square: the correlation fraction equals `ax² - (ax - l)²`. -/
theorem mp2Fraction_eq (ax l : ℝ) : mp2Fraction ax l = ax ^ 2 - (ax - l) ^ 2 := by
  unfold mp2Fraction
  ring
```

The identity is

$$2a_x l - l^2 = a_x^2 - (a_x - l)^2 ,$$

checked by expanding the square. It shows the fraction as a downward parabola in $l$ with its top value $a_x^2$ at $l = a_x$. Combined with the previous result it gives $J_{a_x}(l\psi) = a_x^2E_2 - (a_x - l)^2E_2$, from which one reads that for $E_2 < 0$ the functional along the line $l\psi$ is lowest at $l = a_x$; the file does not state this minimum as a theorem.

```lean
/-- For `ac ≤ ax²`, a coupling strength `l` satisfies `l ≤ ax` and `ac = 2 ax l - l²` exactly
when `l = ax - √(ax² - ac)`. -/
theorem root_iff {ax ac l : ℝ} (h : ac ≤ ax ^ 2) :
    (l ≤ ax ∧ ac = mp2Fraction ax l) ↔ l = coupling ax ac := by
  rw [mp2Fraction_eq]
  unfold coupling
  constructor
  · rintro ⟨hl, hac⟩
    have h1 : ax ^ 2 - ac = (ax - l) ^ 2 := by linarith
    rw [h1, Real.sqrt_sq (sub_nonneg.2 hl)]
    ring
  · intro hl
    have h1 := Real.sqrt_nonneg (ax ^ 2 - ac)
    have h2 := Real.sq_sqrt (sub_nonneg.2 h)
    have h3 : ax - l = Real.sqrt (ax ^ 2 - ac) := by linarith
    refine ⟨by linarith, ?_⟩
    rw [h3, h2]
    ring
```

Curly brackets mark arguments that Lean infers from context, and `↔` is "if and only if". For $a_c \le a_x^2$, with no sign condition on $a_x$,

$$\bigl(l \le a_x \ \text{and}\ a_c = 2a_x l - l^2\bigr) \iff l = a_x - \sqrt{a_x^2 - a_c}.$$

From left to right, the completed square turns the equation into $a_x^2 - a_c = (a_x - l)^2$. Since $a_x - l \ge 0$, the square root of the right side is $a_x - l$ itself, and solving for $l$ gives the formula. The condition $l \le a_x$ is what discards the other root $a_x + \sqrt{a_x^2 - a_c}$ whenever the two differ. From right to left, $a_x - l = \sqrt{a_x^2 - a_c} \ge 0$ gives $l \le a_x$. Squaring gives $(a_x - l)^2 = a_x^2 - a_c$, which is valid because the radicand is nonnegative, and hence $a_c = a_x^2 - (a_x - l)^2$.

Each `·` opens one direction. `rintro ⟨hl, hac⟩` names the two halves of the left side, `have` records an intermediate statement, and `linarith` proves consequences that are linear in the quantities present. `Real.sqrt_sq` is $\sqrt{x^2} = x$ for $x \ge 0$ and `Real.sq_sqrt` is $(\sqrt{y})^2 = y$ for $y \ge 0$.

## The window $0 \le a_c \le a_x^2$

```lean
/-- For `ax ≥ 0`, some `l ∈ [0, ax]` has `ac = 2 ax l - l²` iff `0 ≤ ac ≤ ax²`. Every such `l`
equals `ax - √(ax² - ac)`, and it equals `ax` iff `ac = ax²`. -/
theorem double_hybrid_coupling {ax : ℝ} (hax : 0 ≤ ax) (ac : ℝ) :
    ((∃ l ∈ Icc 0 ax, ac = mp2Fraction ax l) ↔ 0 ≤ ac ∧ ac ≤ ax ^ 2) ∧
      ∀ l ∈ Icc 0 ax, ac = mp2Fraction ax l →
        l = coupling ax ac ∧ (l = ax ↔ ac = ax ^ 2) := by
  have hle : ∀ l, ac = mp2Fraction ax l → ac ≤ ax ^ 2 := by
    intro l h
    rw [h, mp2Fraction_eq]
    linarith [sq_nonneg (ax - l)]
  refine ⟨⟨?_, ?_⟩, ?_⟩
  · rintro ⟨l, ⟨h0, h1⟩, h⟩
    refine ⟨?_, hle l h⟩
    -- `ac = l (2 ax - l)` with both factors nonnegative
    rw [h]
    unfold mp2Fraction
    nlinarith [mul_nonneg h0 (sub_nonneg.2 h1), mul_nonneg h0 hax]
  · rintro ⟨h0, h1⟩
    obtain ⟨h2, h3⟩ := (root_iff (l := coupling ax ac) h1).2 rfl
    -- the root is nonnegative because `√(ax² - ac) ≤ ax`
    have h4 : Real.sqrt (ax ^ 2 - ac) ≤ ax := Real.sqrt_le_iff.2 ⟨hax, by linarith⟩
    exact ⟨coupling ax ac, ⟨sub_nonneg.2 h4, h2⟩, h3⟩
  · rintro l ⟨_, h1⟩ h
    refine ⟨(root_iff (hle l h)).1 ⟨h1, h⟩, ?_⟩
    rw [mp2Fraction_eq] at h
    constructor
    · intro hl
      rw [h, hl]
      ring
    · intro hc
      have h2 : (ax - l) ^ 2 = 0 := by linarith
      have h3 : ax - l = 0 := pow_eq_zero_iff (two_ne_zero) |>.1 h2
      linarith
```

With `∃` for "there is", `∀` for "for all" and `→` for "implies", the statement has two parts, for any $a_x \ge 0$ and any real $a_c$. First, an $l\in[0,a_x]$ with $a_c = 2a_x l - l^2$ exists if and only if $0 \le a_c \le a_x^2$. Second, every such $l$ equals $a_x - \sqrt{a_x^2 - a_c}$, which makes it unique, and $l = a_x$ holds if and only if $a_c = a_x^2$. The interval $[0,a_x]$ is a postulate of the statement: the wave function is taken from a system whose interaction is repulsive or absent and no stronger than the one in the energy expression. At $a_x = 0$ the interval is the single point $0$ and the window is $a_c = 0$.

The argument has four steps.

1. Any solution $l$, in the interval or not, gives $a_c = a_x^2 - (a_x - l)^2 \le a_x^2$. This is `hle`, with `sq_nonneg` for the sign of the square.
2. For a solution in $[0,a_x]$, write $a_c = l(a_x - l) + l\,a_x$. Both products have nonnegative factors, so $a_c \ge 0$. These two products are the hints handed to `nlinarith`, which extends `linarith` to inequalities with product terms.
3. Conversely, let $0 \le a_c \le a_x^2$ and set $l = c(a_x,a_c)$. The right-to-left direction of `root_iff` gives $l \le a_x$ and the equation; `rfl` is the trivial equality $c = c$ that triggers it. For $l \ge 0$, note that $a_c \ge 0$ gives $a_x^2 - a_c \le a_x^2$, and with $a_x \ge 0$ this yields $\sqrt{a_x^2 - a_c} \le a_x$, which is `h4`. The `exact` line presents the value, its two bounds and the equation.
4. For the second part, the left-to-right direction of `root_iff` identifies $l$, with step 1 providing its hypothesis. If $l = a_x$, the completed square gives $a_c = a_x^2$. If $a_c = a_x^2$, it gives $(a_x - l)^2 = 0$, hence $a_x - l = 0$ by `pow_eq_zero_iff`.

## The same window for the energy

```lean
/-- If `Aψ = -w` with nonzero second-order energy `E₂` and `ax ≥ 0`, the Hylleraas functional at
`l ψ` equals `ac E₂` for some `l ∈ [0, ax]` iff `0 ≤ ac ≤ ax²`. -/
theorem hylleraas_attains_iff (A : E →ₗ[ℂ] E) (w ψ : E) (hψ : A ψ = -w)
    (hE : secondOrderEnergy ψ w ≠ 0) {ax : ℝ} (hax : 0 ≤ ax) (ac : ℝ) :
    (∃ l ∈ Icc 0 ax, hylleraas A w ax (((l : ℝ) : ℂ) • ψ) = ac * secondOrderEnergy ψ w) ↔
      0 ≤ ac ∧ ac ≤ ax ^ 2 := by
  rw [← (double_hybrid_coupling hax ac).1]
  constructor
  · rintro ⟨l, hl, h⟩
    rw [hylleraas_scaled A w ψ hψ] at h
    exact ⟨l, hl, (mul_right_cancel₀ hE h).symm⟩
  · rintro ⟨l, hl, h⟩
    exact ⟨l, hl, by rw [hylleraas_scaled A w ψ hψ, h]⟩
```

The hypotheses are $A\psi = -w$, $E_2 \ne 0$ and $a_x \ge 0$. The claim is that $J_{a_x}(l\psi) = a_cE_2$ for some $l\in[0,a_x]$ if and only if $0 \le a_c \le a_x^2$. If $H_0$ is the sum of the one-electron operators whose eigenfunctions are the orbitals, $W$ is the unscaled electron repulsion plus one-electron terms, and $w$ is projected onto the doubly excited determinants, then $a_cE_2$ is the scaled second-order correlation energy of a double hybrid such as B2PLYP.

Replace the left side by $(2a_x l - l^2)E_2$. As $E_2 \ne 0$, the equation $(2a_x l - l^2)E_2 = a_cE_2$ is equivalent to $a_c = 2a_x l - l^2$, and the main theorem applies. If $E_2$ were zero, both sides would vanish and every $a_c$ would be matched at $l = 0$. The first `rw`, with the arrow `←`, trades the window for the existence statement of `double_hybrid_coupling`. In the forward direction `mul_right_cancel₀` cancels $E_2$, and in the backward direction the equation is multiplied by $E_2$ again.

The statement concerns the coefficient of the second-order term only. The exchange term, the semilocal exchange and correlation functionals with their weights, and any dependence of the orbitals on $l$ are absent from the model, and it says nothing on the accuracy of a functional inside or outside the window.

## Size and monotonicity of the coupling strength

```lean
/-- For `ax > 0` and `0 ≤ ac ≤ ax²` the coupling strength lies between `ac / (2 ax)` and
`ac / ax`. -/
theorem coupling_bounds {ax ac : ℝ} (hax : 0 < ax) (h0 : 0 ≤ ac) (h1 : ac ≤ ax ^ 2) :
    ac / (2 * ax) ≤ coupling ax ac ∧ coupling ax ac ≤ ac / ax := by
  obtain ⟨hiff, huniq⟩ := double_hybrid_coupling hax.le ac
  obtain ⟨l, hl, h⟩ := hiff.2 ⟨h0, h1⟩
  rw [← (huniq l hl h).1]
  unfold mp2Fraction at h
  constructor
  · rw [div_le_iff₀ (by positivity)]
    nlinarith [sq_nonneg l]
  · rw [le_div_iff₀ hax]
    nlinarith [mul_nonneg hl.1 (sub_nonneg.2 hl.2)]
```

For $a_x > 0$ and $0 \le a_c \le a_x^2$,

$$\frac{a_c}{2a_x} \le c(a_x,a_c) \le \frac{a_c}{a_x}.$$

Let $l\in[0,a_x]$ be the solution, which the main theorem provides and identifies with $c(a_x,a_c)$; the two `obtain` lines and the first `rw` do this. For the lower bound, $a_c = 2a_x l - l^2 \le 2a_x l$, and division by $2a_x > 0$ finishes it. For the upper bound, $a_c - a_x l = l(a_x - l) \ge 0$, so $a_x l \le a_c$, and one divides by $a_x$. The rewrites `div_le_iff₀` and `le_div_iff₀` clear the positive denominators, and the hints to `nlinarith` are $l^2 \ge 0$ and $l(a_x - l) \ge 0$.

```lean
/-- At fixed `ax`, the coupling strength increases strictly with `ac` on `ac ≤ ax²`. -/
theorem coupling_strictMonoOn (ax : ℝ) : StrictMonoOn (coupling ax) (Iic (ax ^ 2)) := by
  intro a _ b hb hab
  have hb' : b ≤ ax ^ 2 := hb
  have h : Real.sqrt (ax ^ 2 - b) < Real.sqrt (ax ^ 2 - a) :=
    Real.sqrt_lt_sqrt (sub_nonneg.2 hb') (by linarith)
  unfold coupling
  linarith
```

`coupling ax`, with only its first argument, is the function $a_c \mapsto c(a_x,a_c)$, and `StrictMonoOn` says that it is strictly increasing on $(-\infty, a_x^2]$, for any real $a_x$. Take two values $a < b \le a_x^2$ of the correlation fraction. Then $0 \le a_x^2 - b < a_x^2 - a$, the square root preserves the strict order by `Real.sqrt_lt_sqrt`, and subtraction from $a_x$ reverses it, so $c(a_x,a) < c(a_x,b)$. At fixed exact exchange, a larger second-order fraction corresponds to a larger coupling strength.

## B2PLYP

```lean
/-- For the B2PLYP fractions `ax = 0.53`, `ac = 0.27` exactly one `l ∈ [0, ax]` has
`ac = 2 ax l - l²`, and `ax - √(ax² - ac)` lies strictly between `0.425` and `0.426`. -/
theorem b2plyp_coupling :
    (∃! l, l ∈ Icc (0 : ℝ) 0.53 ∧ (0.27 : ℝ) = mp2Fraction 0.53 l) ∧
      0.425 < coupling 0.53 0.27 ∧ coupling 0.53 0.27 < 0.426 := by
  obtain ⟨hiff, huniq⟩ := double_hybrid_coupling (ax := 0.53) (by norm_num) 0.27
  obtain ⟨l, hl, h⟩ := hiff.2 ⟨by norm_num, by norm_num⟩
  -- `0.104² < 0.53² - 0.27 < 0.105²`
  have hlo : (0.104 : ℝ) < Real.sqrt (0.53 ^ 2 - 0.27) :=
    Real.lt_sqrt_of_sq_lt (by norm_num)
  have hhi : Real.sqrt (0.53 ^ 2 - 0.27) < (0.105 : ℝ) :=
    (Real.sqrt_lt' (by norm_num)).2 (by norm_num)
  refine ⟨⟨l, ⟨hl, h⟩, ?_⟩, ?_, ?_⟩
  · rintro m ⟨hm, h'⟩
    exact (huniq m hm h').1.trans (huniq l hl h).1.symm
  · unfold coupling
    linarith
  · unfold coupling
    linarith

end

end DoubleHybridCoupling
```

The numbers $0.53$ and $0.27$ are the two mixing parameters of the functional, and Lean treats these decimals as the exact values $53/100$ and $27/100$. The symbol `∃!` means "there is exactly one". The theorem says that exactly one $l\in[0,0.53]$ solves $0.27 = 2(0.53)\,l - l^2$, and that $0.425 < c(0.53,0.27) < 0.426$. By the second part of the main theorem that $l$ is $c(0.53,0.27)$.

Since $0.53^2 = 0.2809$, the window condition $0 \le 0.27 \le 0.2809$ holds, and `norm_num`, which does exact arithmetic on numerals, verifies it. The radicand is $0.2809 - 0.27 = 0.0109$. From $0.104^2 = 0.010816 < 0.0109 < 0.011025 = 0.105^2$ one gets $0.104 < \sqrt{0.0109} < 0.105$, which are `hlo` and `hhi`. Subtraction from $0.53$ gives the bounds $0.425$ and $0.426$. For uniqueness, a second solution `m` and the solution `l` both equal `coupling 0.53 0.27` by `huniq`, and so they equal each other.

```lean
#print axioms DoubleHybridCoupling.hylleraas_attains_iff
#print axioms DoubleHybridCoupling.coupling_bounds
#print axioms DoubleHybridCoupling.coupling_strictMonoOn
#print axioms DoubleHybridCoupling.b2plyp_coupling
```

```
'DoubleHybridCoupling.hylleraas_attains_iff' depends on axioms: [propext, Classical.choice, Quot.sound]
'DoubleHybridCoupling.coupling_bounds' depends on axioms: [propext, Classical.choice, Quot.sound]
'DoubleHybridCoupling.coupling_strictMonoOn' depends on axioms: [propext, Classical.choice, Quot.sound]
'DoubleHybridCoupling.b2plyp_coupling' depends on axioms: [propext, Classical.choice, Quot.sound]
```
